# A Zero-Energy Reference Coupled Only to Double Excitations: Unchanged by Singles CI, Above the True Ground Level

## An attraction that goes missing

Take two distant argon atoms that interact through their dipoles, and allow the wave function to excite only one atom at a time. The state with both atoms in their ground states then mixes with nothing, and its energy equals that of two separate atoms at every distance. The long-range attraction is absent from this state, however many excited states each atom is given.

The reason lies in the matrix elements. The dipole coupling is a sum of products of one operator on each atom, so its element between the reference and a pair state (a, b) contains one dipole matrix element from each atom. If only one atom is excited, the other contributes its permanent dipole, which is zero for argon. Only states with both atoms excited couple to the reference.

## Two monomers with finitely many states

Let the monomers have finite state sets A and B, with reference states a0 and b0. Write p = (a, b) for a pair state and o = (a0, b0) for the reference pair. The Hamiltonian is H = H0 + V, where H0 is diagonal with entries e(a) + f(b), and V is Hermitian. Energies are measured from the reference, so e(a0) = f(b0) = 0. The condition on the coupling is

V_po = 0 whenever a = a0 or b = b0, and V_po ≠ 0 for some p.

Together the two parts force each monomer to have at least two states.

"Singles" here counts excited monomers, whereas quantum chemistry usually counts excited electrons. A state with two electrons promoted on one atom and none on the other is therefore a single.

Under these conditions two things hold:

1. In the space of the reference and the singles, the reference is an eigenvector with energy zero.
2. The full H has a lowest energy level E0, and E0 < 0.

Zero need not be the lowest energy in the singles space, because V may couple singles to each other and push one of them below zero. If H restricted to the reference and the singles has no negative level, its lowest level is zero and lies strictly above E0.

## Why the full ground level is negative

Since H0 contributes nothing to the reference column, H_po = V_po for all p. For every p in the singles space this is zero, which is the first claim.

For the second, let u_j be an orthonormal eigenbasis of H with energies E_j, and suppose that all E_j ≥ 0. Expand the reference vector as φ = Σ_j c_j u_j. Its mean energy is

⟨φ|H|φ⟩ = Σ_j E_j |c_j|² = H_oo = 0.

A sum of nonnegative terms is zero only if each term is, so E_j c_j = 0 for every j. Then

Hφ = Σ_j E_j c_j u_j = 0,

and the whole reference column of H vanishes. This contradicts V_po ≠ 0 for some p, so some level is negative, and so is the lowest one. The signs of the excitation energies were not used.

## London's sum from first-order mixing

Now let e(a) + f(b) > 0 for every p ≠ o. Scale the coupling as λV and expand the state as φ + λχ + λ²η + …. The first-order energy is V_oo = 0, so the terms of order λ give

H0 χ = −Vφ.

For p ≠ o this reads (e(a) + f(b)) χ_p = −V_po, hence

χ_p = −V_po / (e(a) + f(b)).

The component at o reads 0 = 0, and we choose χ_o = 0. At order λ² the equation is H0 η + Vχ = E2 φ, where E2 is the second-order energy. Its component at o, with V_op equal to the complex conjugate of V_po, gives

E2 = (Vχ)_o = Σ_{p≠o} V_op χ_p = −Σ_{p≠o} |V_po|² / (e(a) + f(b)).

Every term is at most zero, and at least one is negative. When the reference couples only to double excitations, only they contribute, and E2 is the dispersion energy. If it also couples to singles, the same sum includes induction, the polarisation of one monomer by the static field of the other.

## Two-level monomers in numbers

Give each monomer one excited state at energy Δ > 0, and let a real coupling v flip both monomers at once. A CI program that includes the double excitation diagonalises, for the states 00 and 11, the matrix with rows (0, v) and (v, 2Δ). Its lower eigenvalue is

Δ − √(Δ² + v²) ≈ −v² / (2Δ) for small v.

With Δ = 0.5 and v = 0.02 in atomic units, this is −0.00039984, and London's sum gives −0.0004. The singles calculation returns 0, 0.48 and 0.52; the last two belong to equal-weight mixtures of the states 01 and 10, split by the same coupling. Dipole coupling falls off as 1/R³ with the distance R, so doubling R divides v by 8 and London's sum by 64. These figures are ordinary algebra on a small matrix and illustrate the theorems without being part of them.

In electronic-structure terms, for a pair of monomers described by finitely many product states, dispersion in the ground state enters a CI expansion through simultaneous excitations of both monomers.

## The Lean file

```lean
import Mathlib

open Matrix
open scoped ComplexOrder

namespace DispersionBeyondSingles

noncomputable section

variable {n A B : Type*} [Fintype n] [DecidableEq n]
  [Fintype A] [DecidableEq A] [Fintype B] [DecidableEq B]

/-- The real energies `E` for which `H x = E x` has a nonzero solution. -/
def energyLevels {n : Type*} [Fintype n] (H : Matrix n n ℂ) : Set ℝ :=
  {E | ∃ x : n → ℂ, x ≠ 0 ∧ H *ᵥ x = (E : ℂ) • x}

/-- The Hamiltonian of two noninteracting monomers with energies `e` and `f`. -/
def freeH (e : A → ℝ) (f : B → ℝ) : Matrix (A × B) (A × B) ℂ :=
  Matrix.diagonal fun p => ((e p.1 + f p.2 : ℝ) : ℂ)

/-- The pair states in which at least one monomer is in its reference state. -/
abbrev Singles (a0 : A) (b0 : B) := {p : A × B // p.1 = a0 ∨ p.2 = b0}

/-- The reference state as a member of the singles space. -/
def ref (a0 : A) (b0 : B) : Singles a0 b0 := ⟨(a0, b0), Or.inl rfl⟩

/-- The Hamiltonian compressed to the reference and the single excitations. -/
def singlesCI (a0 : A) (b0 : B) (H : Matrix (A × B) (A × B) ℂ) :
    Matrix (Singles a0 b0) (Singles a0 b0) ℂ :=
  H.submatrix Subtype.val Subtype.val

/-- London's second-order energy for zero reference energy `e a0 + f b0`, a sum over all excited
pair states; its domain is `e a + f b ≠ 0` for these states. -/
def londonEnergy (a0 : A) (b0 : B) (e : A → ℝ) (f : B → ℝ)
    (V : Matrix (A × B) (A × B) ℂ) : ℝ :=
  -∑ p ∈ Finset.univ.erase (a0, b0), ‖V p (a0, b0)‖ ^ 2 / (e p.1 + f p.2)

/-- The first-order correction to the reference state when its energy `e a0 + f b0` is zero; its
domain is `e a + f b ≠ 0` for the excited pair states. -/
def firstOrder (a0 : A) (b0 : B) (e : A → ℝ) (f : B → ℝ)
    (V : Matrix (A × B) (A × B) ℂ) (p : A × B) : ℂ :=
  if p = (a0, b0) then 0 else -V p (a0, b0) / ((e p.1 + f p.2 : ℝ) : ℂ)

/-- The eigenvalues of a Hermitian matrix given by the spectral theorem are energy levels. -/
theorem eigenvalue_mem {H : Matrix n n ℂ} (hH : H.IsHermitian) (j : n) :
    hH.eigenvalues j ∈ energyLevels H := by
  refine ⟨(hH.eigenvectorBasis j).ofLp, ?_, ?_⟩
  · intro h
    exact hH.eigenvectorBasis.orthonormal.ne_zero j (by ext i; exact congrFun h i)
  · refine (hH.mulVec_eigenvectorBasis j).trans ?_
    funext i
    simp

/-- A Hermitian Hamiltonian on a nonzero finite-dimensional space has a lowest energy level. -/
theorem exists_ground [Nonempty n] {H : Matrix n n ℂ} (hH : H.IsHermitian) :
    ∃ E0, IsLeast (energyLevels H) E0 := by
  -- energy levels are roots of the characteristic polynomial, hence finitely many
  have hfin : (energyLevels H).Finite := by
    have hr : (H.charpoly.roots.toFinset : Set ℂ).Finite := Finset.finite_toSet _
    refine (hr.preimage Complex.ofReal_injective.injOn).subset ?_
    rintro E ⟨x, hx, hE⟩
    have hdet : (Matrix.scalar n (E : ℂ) - H).det = 0 :=
      Matrix.exists_mulVec_eq_zero_iff.mp ⟨x, hx, by
        rw [Matrix.sub_mulVec, hE]
        funext i
        simp [Matrix.scalar_apply]⟩
    simp only [Set.mem_preimage, Finset.mem_coe, Multiset.mem_toFinset]
    refine (Polynomial.mem_roots H.charpoly_monic.ne_zero).mpr ?_
    rw [Polynomial.IsRoot.def, Matrix.eval_charpoly]
    exact hdet
  obtain ⟨E, hE, hmin⟩ := Set.exists_min_image (energyLevels H) id hfin
    ⟨_, eigenvalue_mem hH (Classical.arbitrary n)⟩
  exact ⟨E, hE, fun b hb => hmin b hb⟩

/-- If a state of zero mean energy is coupled to another state by a Hermitian Hamiltonian,
the lowest energy level is negative. -/
theorem ground_negative {H : Matrix n n ℂ} (hH : H.IsHermitian) {o d : n}
    (hoo : H o o = 0) (hv : H d o ≠ 0) :
    ∃ E0, IsLeast (energyLevels H) E0 ∧ E0 < 0 := by
  have : Nonempty n := ⟨o⟩
  obtain ⟨E0, hE⟩ := exists_ground hH
  refine ⟨E0, hE, lt_of_not_ge fun h0 => hv ?_⟩
  -- otherwise `H` is positive semidefinite and annihilates the state `o`
  have hP := hH.posSemidef_iff_eigenvalues_nonneg.mpr (fun j => by
    show (0 : ℝ) ≤ hH.eigenvalues j
    exact le_trans h0 (hE.2 (eigenvalue_mem hH j)))
  have hcol : ∀ i, (H *ᵥ Pi.single o 1) i = H i o := by
    intro i
    simp only [Matrix.mulVec, dotProduct_single, mul_one]
  have hstar : star (Pi.single o 1 : n → ℂ) = Pi.single o 1 := by
    funext i
    simp only [Pi.star_apply, Pi.single_apply]
    split_ifs <;> simp
  have h := (hP.dotProduct_mulVec_zero_iff (Pi.single o 1)).mp (by
    rw [hstar, single_dotProduct, hcol, hoo, mul_zero])
  exact (hcol d).symm.trans (congrFun h d)

/-- Let the reference energies be zero and the reference column of a Hermitian `V` be nonzero, but
only at double excitations. Then the reference is a zero-energy eigenvector of singles CI, while the
lowest level of the full Hamiltonian is negative. -/
theorem singles_miss_dispersion {a0 : A} {b0 : B} {e : A → ℝ} {f : B → ℝ}
    {V : Matrix (A × B) (A × B) ℂ} (hV : V.IsHermitian) (he : e a0 = 0) (hf : f b0 = 0)
    (hs : ∀ p : A × B, p.1 = a0 ∨ p.2 = b0 → V p (a0, b0) = 0)
    (hd : ∃ p, V p (a0, b0) ≠ 0) :
    singlesCI a0 b0 (freeH e f + V) *ᵥ Pi.single (ref a0 b0) 1 = 0 ∧
      ∃ E0, IsLeast (energyLevels (freeH e f + V)) E0 ∧ E0 < 0 := by
  -- the reference column of the full Hamiltonian is that of `V`
  have hcol : ∀ p, (freeH e f + V) p (a0, b0) = V p (a0, b0) := by
    intro p
    by_cases h : p = (a0, b0)
    · simp [h, freeH, he, hf]
    · simp [freeH, Matrix.diagonal_apply_ne _ h]
  constructor
  · funext p
    simp only [Matrix.mulVec, dotProduct_single, mul_one]
    exact (hcol p.1).trans (hs p.1 p.2)
  · have hH : (freeH e f + V).IsHermitian := by
      refine Matrix.IsHermitian.add ?_ hV
      rw [Matrix.IsHermitian, freeH, Matrix.diagonal_conjTranspose]
      congr 1
      funext p
      exact Complex.conj_ofReal _
    obtain ⟨p, hp⟩ := hd
    exact ground_negative hH ((hcol _).trans (hs _ (Or.inl rfl)))
      (show (freeH e f + V) p (a0, b0) ≠ 0 by rwa [hcol])

/-- For positive excited pair energies and a Hermitian `V` with zero reference mean and some nonzero
reference coupling, `χ = firstOrder a0 b0 e f V` solves `H0 χ = -V φ`, where `H0 = freeH e f` and
`φ` is the reference vector. The reference component of `V χ` is `londonEnergy`, which is negative.
-/
theorem london_second_order {a0 : A} {b0 : B} {e : A → ℝ} {f : B → ℝ}
    {V : Matrix (A × B) (A × B) ℂ} (hV : V.IsHermitian)
    (hgap : ∀ p : A × B, p ≠ (a0, b0) → 0 < e p.1 + f p.2)
    (h00 : V (a0, b0) (a0, b0) = 0) (hd : ∃ p, V p (a0, b0) ≠ 0) :
    freeH e f *ᵥ firstOrder a0 b0 e f V = -(V *ᵥ Pi.single (a0, b0) 1) ∧
      (V *ᵥ firstOrder a0 b0 e f V) (a0, b0) = (londonEnergy a0 b0 e f V : ℂ) ∧
      londonEnergy a0 b0 e f V < 0 := by
  refine ⟨?_, ?_, ?_⟩
  · funext p
    have hc : (V *ᵥ Pi.single (a0, b0) 1) p = V p (a0, b0) := by
      simp only [Matrix.mulVec, dotProduct_single, mul_one]
    rw [freeH, Matrix.mulVec_diagonal, Pi.neg_apply, hc, firstOrder]
    split_ifs with h
    · rw [h, h00, mul_zero, neg_zero]
    · rw [div_eq_mul_inv, mul_left_comm,
        mul_inv_cancel₀ (Complex.ofReal_ne_zero.mpr (hgap p h).ne'), mul_one]
  · simp only [Matrix.mulVec, dotProduct, londonEnergy]
    rw [← Finset.sum_erase Finset.univ (a := (a0, b0)) (by simp [firstOrder]),
      ← Finset.sum_neg_distrib, Complex.ofReal_sum]
    refine Finset.sum_congr rfl fun p hp => ?_
    have hvv : V p (a0, b0) * star (V p (a0, b0)) = ((‖V p (a0, b0)‖ ^ 2 : ℝ) : ℂ) := by
      rw [← Complex.normSq_eq_norm_sq]
      exact Complex.mul_conj _
    rw [firstOrder, if_neg (Finset.ne_of_mem_erase hp), ← hV.apply (a0, b0) p,
      Complex.ofReal_neg, Complex.ofReal_div, ← hvv]
    ring
  · obtain ⟨p, hp⟩ := hd
    have hne : p ≠ (a0, b0) := by
      rintro rfl
      exact hp h00
    refine neg_neg_of_pos (Finset.sum_pos' (fun q hq => ?_) ⟨p, by simp [hne], ?_⟩)
    · exact div_nonneg (sq_nonneg _) (hgap q (Finset.ne_of_mem_erase hq)).le
    · exact div_pos (pow_pos (norm_pos_iff.mpr hp) 2) (hgap p hne)

/-- The coupling of two two-level monomers that flips both of them at once. -/
def flipV : Matrix (Fin 2 × Fin 2) (Fin 2 × Fin 2) ℂ :=
  Matrix.of fun p q => if p.1 ≠ q.1 ∧ p.2 ≠ q.2 then 1 else 0

/-- The coupling `flipV` is Hermitian and couples the reference to the double excitation
only. -/
theorem singles_miss_dispersion_witness :
    flipV.IsHermitian ∧ (∀ p : Fin 2 × Fin 2, p.1 = 0 ∨ p.2 = 0 → flipV p (0, 0) = 0) ∧
      flipV (1, 1) (0, 0) ≠ 0 := by
  refine ⟨?_, ?_, by simp [flipV]⟩
  · ext p q
    simp [flipV, Matrix.conjTranspose_apply, apply_ite, eq_comm]
  · rintro p (h | h) <;> simp [flipV, h]

end

end DispersionBeyondSingles
```

```lean
#print axioms DispersionBeyondSingles.singles_miss_dispersion
-- 'DispersionBeyondSingles.singles_miss_dispersion' depends on axioms: [propext, Classical.choice, Quot.sound]
#print axioms DispersionBeyondSingles.london_second_order
-- 'DispersionBeyondSingles.london_second_order' depends on axioms: [propext, Classical.choice, Quot.sound]
```

## What the theorems say in words

`energyLevels H` is the set of real E for which H x = E x has a nonzero solution. It records no degeneracies, and the vectors x need not be normalised. `IsLeast (energyLevels H) E0` says that E0 is a level and that no level lies below it.

`freeH e f` is H0, a matrix indexed by `A × B`. `Singles a0 b0` is the type of pairs with at least one monomer in its reference state, so it includes the reference itself, called `ref a0 b0`. `singlesCI` keeps the rows and columns of H that belong to these pairs. The vector `Pi.single (ref a0 b0) 1` has entry 1 at the reference and 0 elsewhere.

In `singles_miss_dispersion`, `he` and `hf` fix the zero of energy, `hs` says that the reference column of V vanishes on the singles space, and `hd` says that it is nonzero somewhere. Together, `hs` and `hd` place that entry at a double excitation. For argon, `hs` stands for the absence of a permanent dipole. The conclusion joins the zero-energy eigenvector equation to the existence of a negative lowest level.

`london_second_order` replaces `hs` by the weaker `h00`, which only sets the mean of V in the reference to zero, and adds the positive energies `hgap`. Its three conclusions are the first-order equation for `firstOrder`, the equality of (Vχ)_o with `londonEnergy`, and the negative sign. It does not assume `he` and `hf`; reading its equations as perturbation theory does require the reference energy to be zero, as above.

The name `londonEnergy` refers to the sum over states. Textbooks often give London's name to a further approximation, in which polarisabilities and ionisation energies replace the sum and the 1/R⁶ law is explicit. No distance appears in the theorems.

The model replaces the full antisymmetric electron problem by a finite matrix over products of monomer states. The argon example also replaces the Coulomb interaction between the atoms by its dipole–dipole part.

## From the spectral theorem to a negative level

`eigenvalue_mem` shows that the eigenvalues supplied by Mathlib's spectral theorem belong to `energyLevels`. `exists_ground` uses this to show that the set of levels is not empty. The set is also finite, since each level is a root of the characteristic polynomial, and a finite nonempty set of real numbers has a least element.

`ground_negative` is the argument by contradiction, for any Hermitian matrix with a zero diagonal entry at `o` and a nonzero entry at `d` in the same column. The step `lt_of_not_ge` introduces the assumption 0 ≤ E0. All eigenvalues are then nonnegative, and `posSemidef_iff_eigenvalues_nonneg` turns this into positive semidefiniteness. The lemma `dotProduct_mulVec_zero_iff` contains the step from zero mean energy to Hφ = 0, done above with the coefficients c_j. Reading off the component at `d` contradicts `hv`.

In `singles_miss_dispersion`, the local statement `hcol` is the identity H_po = V_po. With `hs` it gives the eigenvector equation component by component. The second half checks that H is Hermitian, which holds because the energies are real, and applies `ground_negative`.

The proof of `london_second_order` has one block for each conclusion. The first separates p = o from p ≠ o with `split_ifs` and cancels the energy denominator. The second removes the vanishing term at o from the matrix product and uses `hV.apply` to replace V_op by the conjugate of V_po, so that each product becomes |V_po|². The third applies `Finset.sum_pos'`, which needs nonnegative terms and one positive term.

Finally, `flipV` is the two-level coupling with v = 1. `singles_miss_dispersion_witness` confirms that it is Hermitian, that its reference column vanishes on the singles space, and that its entry at the double excitation is nonzero. The main theorem therefore applies to it for any real energies that are zero in the reference states. With both excitation energies equal to Δ, the singles levels are 0, Δ − 1 and Δ + 1, so zero is the lowest of them exactly when Δ ≥ 1.
